# At positive temperature, Fermi occupations uniquely minimise the grand potential of non-interacting fermions in finitely many orbitals

Non-interacting fermions occupy finitely many orthonormal spin orbitals and exchange particles with a reservoir at temperature $T$. Let $h$ be their one-body Hamiltonian, with energies $e_i$ measured from the chemical potential and $k_B=1$, and let $\gamma$ be a one-body density matrix with occupations $n_j$. Write $s(n)=n\ln n+(1-n)\ln(1-n)$, with $0\ln0=0$, and $f(e)=1/(e^{e/T}+1)$. The quantities compared are

$$\Omega[\gamma]=\mathrm{Re}\,\mathrm{tr}(h\gamma)+T\sum_j s(n_j),\qquad \Omega_0=-T\sum_i\ln(1+e^{-e_i/T}).$$

```lean
import Mathlib

open Matrix

namespace MerminOneBody

noncomputable section

variable {ι : Type*} [Fintype ι] [DecidableEq ι] {A h k γ : Matrix ι ι ℂ}
```

The columns of `orbitals` are eigenvectors: $U$ for $h$, $V$ for $\gamma$. Here `overlap` is $W=U^\dagger V$, not the overlap matrix of a non-orthogonal basis.

```lean
/-- The unitary matrix whose columns are orthonormal eigenvectors of a Hermitian matrix. -/
def orbitals (hA : A.IsHermitian) : Matrix ι ι ℂ := (hA.eigenvectorUnitary : Matrix ι ι ℂ)

/-- Overlaps between the eigenvectors of `h` (rows) and those of `γ` (columns). -/
def overlap (hh : h.IsHermitian) (hγ : γ.IsHermitian) : Matrix ι ι ℂ :=
  (orbitals hh)ᴴ * orbitals hγ
```

`negEntropy` is $s$, the entropy with its sign reversed. `fermiOperator` is the matrix $f(h)=U\,\mathrm{diag}(f(e_i))\,U^\dagger$, not a field operator. `grandPotential` is $\Omega[\gamma]$, `equilibriumPotential` is $\Omega_0$, and `levelGap` is the one-level excess $g(e,n)=en+Ts(n)+T\ln(1+e^{-e/T})$.

```lean
/-- Minus the entropy of one orbital with occupation `x` in `[0,1]`. -/
def negEntropy (x : ℝ) : ℝ := x * Real.log x + (1 - x) * Real.log (1 - x)

/-- The Fermi function at temperature `T ≠ 0`, with energies measured from the chemical
potential. -/
def fermi (T e : ℝ) : ℝ := 1 / (Real.exp (e / T) + 1)

/-- The Fermi function of the Hermitian matrix `h`, for `T ≠ 0`: Fermi occupations in the
eigenbasis of `h`. -/
def fermiOperator (T : ℝ) (hh : h.IsHermitian) : Matrix ι ι ℂ :=
  orbitals hh * diagonal (fun i => (fermi T (hh.eigenvalues i) : ℂ)) * (orbitals hh)ᴴ

/-- The one-body grand potential of the density matrix `γ`: energy minus `T` times entropy. -/
def grandPotential (T : ℝ) (h : Matrix ι ι ℂ) (hγ : γ.IsHermitian) : ℝ :=
  (trace (h * γ)).re + T * ∑ j, negEntropy (hγ.eigenvalues j)

/-- The closed expression `-T ∑ ln(1 + exp(-e_i/T))` in the eigenvalues of `h`, for `T ≠ 0`. -/
def equilibriumPotential (T : ℝ) (hh : h.IsHermitian) : ℝ :=
  -T * ∑ i, Real.log (1 + Real.exp (-hh.eigenvalues i / T))

/-- The grand potential of one level `e` with occupation `x`, plus `T ln(1 + exp(-e/T))`,
for `T ≠ 0`. -/
def levelGap (T e x : ℝ) : ℝ :=
  e * x + T * negEntropy x + T * Real.log (1 + Real.exp (-e / T))
```

## Occupations between 0 and 1

This hypothesis, `hn`, is the Pauli principle for $\gamma$. By hand it enters through $\ln y<y-1$ for positive $y\neq1$. Setting $y=f/n$ and multiplying by $n>0$ gives

$$n\ln(n/f)>n-f\qquad(n\ne f),$$

and at $n=0$ this reads $0>-f$. The lemma proves it with the same two cases. It is applied to $n$ and to $1-n$, so both must be nonnegative.

```lean
lemma sub_lt_mul_log {x f : ℝ} (hx : 0 ≤ x) (hf : 0 < f) (hne : x ≠ f) :
    x - f < x * (Real.log x - Real.log f) := by
  rcases hx.eq_or_lt with rfl | hx
  · simpa using hf
  · have h1 := Real.log_lt_sub_one_of_pos (div_pos hf hx)
      (fun h => hne ((div_eq_one_iff_eq hx.ne').1 h).symm)
    rw [Real.log_div hf.ne' hx.ne'] at h1
    have h2 := mul_lt_mul_of_pos_left h1 hx
    have h3 : x * (f / x - 1) = f - x := by field_simp
    rw [h3] at h2
    nlinarith
```

Nonnegative occupations alone do not suffice. Put two fermions in one spin orbital: $n=2$, $e=-10$, $T=1$. Mathlib's logarithm is $\ln|x|$ for negative $x$, so $\Omega=-20+2\ln2\approx-18.6$, below $\Omega_0\approx-10$.

## Positive temperature

The hypothesis `hT` makes entropy lower the grand potential. Since $1-f=1/(1+e^{-e/T})$ and $\ln f=-e/T+\ln(1-f)$, substitution gives

$$g(e,n)=T\left[n\ln\frac nf+(1-n)\ln\frac{1-n}{1-f}\right].$$

For $n\neq f$ the bracket exceeds $(n-f)+(f-n)=0$; for $n=f$ it vanishes. Multiplying by $T>0$ keeps the sign. In the proof, `hgap` is this identity and `mul_pos hT` the last step.

```lean
/-- For `T > 0` and an occupation in `[0,1]` the one-level gap is nonnegative, and it vanishes
exactly at the Fermi occupation. -/
theorem levelGap_nonneg_and_eq_zero_iff {T x : ℝ} (e : ℝ) (hT : 0 < T) (hx : x ∈ Set.Icc 0 1) :
    0 ≤ levelGap T e x ∧ (levelGap T e x = 0 ↔ x = fermi T e) := by
  have hy := Real.exp_pos (e / T)
  have hE : Real.exp (-e / T) = (Real.exp (e / T))⁻¹ := by rw [neg_div, Real.exp_neg]
  have hf : 0 < fermi T e := by unfold fermi; positivity
  have h1 : 1 - fermi T e = (1 + Real.exp (-e / T))⁻¹ := by
    rw [fermi, hE]
    field_simp
    ring
  have hf' : 0 < 1 - fermi T e := by rw [h1]; positivity
  have h2 : fermi T e = Real.exp (-(e / T)) * (1 - fermi T e) := by
    rw [h1, hE, Real.exp_neg, fermi]
    field_simp
  have hl0 : Real.log (1 - fermi T e) = -Real.log (1 + Real.exp (-e / T)) := by
    rw [h1, Real.log_inv]
  have hl1 : Real.log (fermi T e) = -(e / T) + Real.log (1 - fermi T e) := by
    conv_lhs => rw [h2]
    rw [Real.log_mul (Real.exp_pos _).ne' hf'.ne', Real.log_exp]
  have he : T * (e / T) = e := by field_simp
  -- the gap is T times a relative entropy with respect to the Fermi occupation
  have hgap : levelGap T e x = T * (x * (Real.log x - Real.log (fermi T e)) +
      (1 - x) * (Real.log (1 - x) - Real.log (1 - fermi T e))) := by
    unfold levelGap negEntropy
    linear_combination (T * x) * hl1 + T * hl0 - x * he
  have hzero : x = fermi T e → levelGap T e x = 0 := by
    intro h
    rw [hgap, h]
    ring
  have hpos : x ≠ fermi T e → 0 < levelGap T e x := by
    intro hne
    have a := sub_lt_mul_log hx.1 hf hne
    have b := sub_lt_mul_log (sub_nonneg.2 hx.2) hf' (fun h => hne (by linarith))
    rw [hgap]
    exact mul_pos hT (by linarith)
  refine ⟨?_, fun h0 => by_contra fun hne => (hpos hne).ne' h0, hzero⟩
  by_cases h : x = fermi T e
  · exact (hzero h).ge
  · exact (hpos h).le
```

Assuming only $T\neq0$ is too weak: $T=-1$, $e=0$, $n=0$ gives $\Omega=0<\ln2=\Omega_0$.

## Hermitian $h$ and $\gamma$

The hypotheses `hh` and `hγ` give real energies and occupations with orthonormal eigenvectors. The matrices need not commute. By hand, $h=U\mathrm{diag}(e)U^\dagger$ and $\gamma=V\mathrm{diag}(n)V^\dagger$, so $W$ is unitary and

$$\sum_i|W_{ij}|^2=\sum_j|W_{ij}|^2=1,$$

$$\mathrm{tr}(h\gamma)=\mathrm{tr}(\mathrm{diag}(e)\,W\,\mathrm{diag}(n)\,W^\dagger)=\sum_{ij}|W_{ij}|^2e_in_j.$$

The next three results supply the spectral equations, these sums and this energy.

```lean
lemma orbitals_spec (hA : A.IsHermitian) :
    (orbitals hA)ᴴ * orbitals hA = 1 ∧ orbitals hA * (orbitals hA)ᴴ = 1 ∧
    A * orbitals hA = orbitals hA * diagonal (fun i => (hA.eigenvalues i : ℂ)) := by
  refine ⟨mem_unitaryGroup_iff'.1 hA.eigenvectorUnitary.2,
    mem_unitaryGroup_iff.1 hA.eigenvectorUnitary.2, ?_⟩
  ext i j
  have := congrFun (hA.mulVec_eigenvectorBasis j) i
  rw [mul_diagonal, Matrix.mul_apply]
  simpa [orbitals, mulVec, dotProduct, mul_comm] using this

/-- The squared overlaps between two orthonormal eigenbases sum to one along every row and
every column. -/
theorem overlap_sums (hh : h.IsHermitian) (hγ : γ.IsHermitian) :
    (∀ i, ∑ j, Complex.normSq (overlap hh hγ i j) = 1) ∧
    (∀ j, ∑ i, Complex.normSq (overlap hh hγ i j) = 1) := by
  obtain ⟨u1, u2, -⟩ := orbitals_spec hh
  obtain ⟨v1, v2, -⟩ := orbitals_spec hγ
  have w1 : overlap hh hγ * (overlap hh hγ)ᴴ = 1 := by
    rw [overlap, conjTranspose_mul, conjTranspose_conjTranspose, Matrix.mul_assoc,
      ← Matrix.mul_assoc (orbitals hγ), v2, Matrix.one_mul, u1]
  have w2 : (overlap hh hγ)ᴴ * overlap hh hγ = 1 := mul_eq_one_comm.1 w1
  constructor
  · intro i
    have := congrFun (congrFun w1 i) i
    simp only [Matrix.mul_apply, conjTranspose_apply, Complex.star_def, Complex.mul_conj,
      one_apply_eq] at this
    exact_mod_cast this
  · intro j
    have := congrFun (congrFun w2 j) j
    simp only [Matrix.mul_apply, conjTranspose_apply, Complex.star_def, mul_comm,
      Complex.mul_conj, one_apply_eq] at this
    exact_mod_cast this

/-- The one-body energy is the sum of `e_i n_j` weighted by the squared overlaps. -/
theorem energy_eq (hh : h.IsHermitian) (hγ : γ.IsHermitian) :
    (trace (h * γ)).re = ∑ i, ∑ j, Complex.normSq (overlap hh hγ i j) *
      (hh.eigenvalues i * hγ.eigenvalues j) := by
  obtain ⟨-, u2, u3⟩ := orbitals_spec hh
  obtain ⟨-, v2, v3⟩ := orbitals_spec hγ
  have hprod : h * γ = orbitals hh * (diagonal (fun i => (hh.eigenvalues i : ℂ)) *
      overlap hh hγ * diagonal (fun j => (hγ.eigenvalues j : ℂ)) * (orbitals hγ)ᴴ) := by
    calc h * γ = h * (orbitals hh * (orbitals hh)ᴴ) * (γ * (orbitals hγ * (orbitals hγ)ᴴ)) := by
          rw [u2, v2, Matrix.mul_one, Matrix.mul_one]
      _ = (h * orbitals hh) * (orbitals hh)ᴴ * ((γ * orbitals hγ) * (orbitals hγ)ᴴ) := by
          simp only [Matrix.mul_assoc]
      _ = _ := by rw [u3, v3]; simp only [overlap, Matrix.mul_assoc]
  have hW : (orbitals hγ)ᴴ * orbitals hh = (overlap hh hγ)ᴴ := by
    rw [overlap, conjTranspose_mul, conjTranspose_conjTranspose]
  have hc : trace (h * γ) = ((∑ i, ∑ j, Complex.normSq (overlap hh hγ i j) *
      (hh.eigenvalues i * hγ.eigenvalues j) : ℝ) : ℂ) := by
    rw [hprod, trace_mul_comm, Matrix.mul_assoc _ (orbitals hγ)ᴴ, hW]
    simp only [Complex.ofReal_sum, Complex.ofReal_mul]
    refine Finset.sum_congr rfl fun i _ => ?_
    rw [diag_apply, Matrix.mul_apply]
    refine Finset.sum_congr rfl fun j _ => ?_
    rw [mul_diagonal, diagonal_mul, conjTranspose_apply, Complex.star_def, ← Complex.mul_conj]
    ring
  rw [hc, Complex.ofReal_re]
```

Inserting the column sums into the entropy and the row sums into $\Omega_0$ yields

$$\Omega[\gamma]-\Omega_0=\sum_{ij}|W_{ij}|^2g(e_i,n_j).$$

```lean
lemma grandPotential_sub (T : ℝ) (hh : h.IsHermitian) (hγ : γ.IsHermitian) :
    grandPotential T h hγ - equilibriumPotential T hh = ∑ i, ∑ j,
      Complex.normSq (overlap hh hγ i j) *
        levelGap T (hh.eigenvalues i) (hγ.eigenvalues j) := by
  obtain ⟨row, col⟩ := overlap_sums hh hγ
  have hs : ∑ j, negEntropy (hγ.eigenvalues j) = ∑ i, ∑ j,
      Complex.normSq (overlap hh hγ i j) * negEntropy (hγ.eigenvalues j) := by
    rw [Finset.sum_comm]
    refine Finset.sum_congr rfl fun j _ => ?_
    rw [← Finset.sum_mul, col j, one_mul]
  have hl : ∑ i, Real.log (1 + Real.exp (-hh.eigenvalues i / T)) = ∑ i, ∑ j,
      Complex.normSq (overlap hh hγ i j) *
        Real.log (1 + Real.exp (-hh.eigenvalues i / T)) := by
    refine Finset.sum_congr rfl fun i _ => ?_
    rw [← Finset.sum_mul, row i, one_mul]
  rw [grandPotential, equilibriumPotential, energy_eq hh hγ, hs, hl]
  simp only [levelGap, mul_add, Finset.sum_add_distrib, Finset.mul_sum, neg_mul,
    Finset.sum_neg_distrib, sub_neg_eq_add, mul_left_comm T]
```

Real eigenvalues of $h$ would not be enough. Take $h=\begin{pmatrix}0&c\\0&0\end{pmatrix}$, with both eigenvalues zero, and $\gamma=\tfrac12\begin{pmatrix}1&-1\\-1&1\end{pmatrix}$. Then $\Omega=-c/2$, which is below $\Omega_0=-2T\ln2$ once $c>4T\ln2$.

For the equality case, suppose that for all $i,j$ either $W_{ij}=0$ or $n_j=f(e_i)$. This says $W\mathrm{diag}(n)=\mathrm{diag}(f(e))W$. Multiplying by $U$ on the left and $V^\dagger$ on the right gives $\gamma=f(h)$, and the steps reverse. Both directions in Lean pass through this equation, named `key`, and degenerate levels need no separate treatment.

```lean
/-- `γ` is the Fermi operator of `h` exactly when every eigenvector of `γ` overlaps only with
eigenvectors of `h` whose Fermi occupation is its own eigenvalue. -/
theorem eq_fermiOperator_iff (T : ℝ) (hh : h.IsHermitian) (hγ : γ.IsHermitian) :
    γ = fermiOperator T hh ↔
      ∀ i j, overlap hh hγ i j = 0 ∨ hγ.eigenvalues j = fermi T (hh.eigenvalues i) := by
  obtain ⟨u1, u2, -⟩ := orbitals_spec hh
  obtain ⟨-, v2, v3⟩ := orbitals_spec hγ
  constructor
  · intro hF i j
    have key : overlap hh hγ * diagonal (fun j => (hγ.eigenvalues j : ℂ)) =
        diagonal (fun i => (fermi T (hh.eigenvalues i) : ℂ)) * overlap hh hγ := by
      calc _ = (orbitals hh)ᴴ * (γ * orbitals hγ) := by rw [v3, overlap, Matrix.mul_assoc]
        _ = (orbitals hh)ᴴ * (fermiOperator T hh * orbitals hγ) :=
            congrArg (fun M => (orbitals hh)ᴴ * (M * orbitals hγ)) hF
        _ = ((orbitals hh)ᴴ * orbitals hh) *
            (diagonal (fun i => (fermi T (hh.eigenvalues i) : ℂ)) * overlap hh hγ) := by
            simp only [fermiOperator, overlap, Matrix.mul_assoc]
        _ = _ := by rw [u1, Matrix.one_mul]
    have hij := congrFun (congrFun key i) j
    rw [mul_diagonal, diagonal_mul] at hij
    by_cases h0 : overlap hh hγ i j = 0
    · exact Or.inl h0
    · exact Or.inr (by exact_mod_cast mul_left_cancel₀ h0 (hij.trans (mul_comm _ _)))
  · intro H
    have key : overlap hh hγ * diagonal (fun j => (hγ.eigenvalues j : ℂ)) =
        diagonal (fun i => (fermi T (hh.eigenvalues i) : ℂ)) * overlap hh hγ := by
      ext i j
      rw [mul_diagonal, diagonal_mul]
      rcases H i j with h0 | h0
      · rw [h0, zero_mul, mul_zero]
      · rw [h0, mul_comm]
    calc γ = (orbitals hh * (orbitals hh)ᴴ) * ((γ * orbitals hγ) * (orbitals hγ)ᴴ) := by
          rw [u2, Matrix.one_mul, Matrix.mul_assoc, v2, Matrix.mul_one]
      _ = orbitals hh * (overlap hh hγ * diagonal (fun j => (hγ.eigenvalues j : ℂ))) *
          (orbitals hγ)ᴴ := by rw [v3]; simp only [overlap, Matrix.mul_assoc]
      _ = fermiOperator T hh * (orbitals hγ * (orbitals hγ)ᴴ) := by
          rw [key]; simp only [overlap, fermiOperator, Matrix.mul_assoc]
      _ = _ := by rw [v2, Matrix.mul_one]
```

## The hypotheses combined

Under all four hypotheses, `mermin_principle` states that $\Omega_0\le\Omega[\gamma]$, with equality exactly when $\gamma=f(h)$. The inequality follows because every term of the double sum is nonnegative.

Equality relies on `Finset.sum_eq_zero_iff_of_nonneg`: a finite sum of nonnegative terms is zero exactly when each term is. It is used first on the row sums, with `hrow` as the proof of nonnegativity, then within a row, with `hnn`. One scalar equation thereby becomes a condition on every pair $(i,j)$, which the previous theorem converts into a matrix identity.

```lean
/-- Mermin's one-body principle: for `T > 0`, Hermitian `h` and Hermitian `γ` with eigenvalues
in `[0,1]`, the grand potential is at least `-T ∑ ln(1 + exp(-e_i/T))`, with equality exactly
when `γ` is the Fermi operator of `h`. -/
theorem mermin_principle {T : ℝ} (hT : 0 < T) (hh : h.IsHermitian) (hγ : γ.IsHermitian)
    (hn : ∀ j, hγ.eigenvalues j ∈ Set.Icc (0 : ℝ) 1) :
    equilibriumPotential T hh ≤ grandPotential T h hγ ∧
    (grandPotential T h hγ = equilibriumPotential T hh ↔ γ = fermiOperator T hh) := by
  have hgap := grandPotential_sub T hh hγ
  have lev := fun i j => levelGap_nonneg_and_eq_zero_iff (hh.eigenvalues i) hT (hn j)
  have hnn := fun i j => mul_nonneg (Complex.normSq_nonneg (overlap hh hγ i j)) (lev i j).1
  have hrow := fun i => Finset.sum_nonneg fun j (_ : j ∈ Finset.univ) => hnn i j
  refine ⟨?_, ?_⟩
  · have := Finset.sum_nonneg fun i (_ : i ∈ Finset.univ) => hrow i
    linarith
  -- a vanishing sum of nonnegative terms vanishes term by term
  rw [eq_fermiOperator_iff T hh hγ, ← sub_eq_zero, hgap,
    Finset.sum_eq_zero_iff_of_nonneg (fun i _ => hrow i)]
  constructor
  · intro H i j
    have hij := (Finset.sum_eq_zero_iff_of_nonneg (fun j _ => hnn i j)).1
      (H i (Finset.mem_univ i)) j (Finset.mem_univ j)
    exact (mul_eq_zero.1 hij).imp Complex.normSq_eq_zero.1 (lev i j).2.1
  · intro H i _
    refine Finset.sum_eq_zero fun j _ => ?_
    rcases H i j with h0 | h0
    · rw [h0, Complex.normSq_zero, zero_mul]
    · rw [(lev i j).2.2 h0, mul_zero]
```

The minimum is attained by an admissible matrix. $f(h)$ is Hermitian, and each of its eigenvectors has a nonzero overlap with some eigenvector of $h$, so its eigenvalue is some $f(e_i)$, strictly between 0 and 1.

```lean
/-- The Fermi operator of a Hermitian matrix is Hermitian. -/
theorem fermiOperator_isHermitian (T : ℝ) (hh : h.IsHermitian) :
    (fermiOperator T hh).IsHermitian := by
  have hd : (diagonal (fun i => (fermi T (hh.eigenvalues i) : ℂ)))ᴴ =
      diagonal (fun i => (fermi T (hh.eigenvalues i) : ℂ)) := by
    rw [diagonal_conjTranspose]
    congr 1
    funext i
    simp
  rw [IsHermitian, fermiOperator, conjTranspose_mul, conjTranspose_mul,
    conjTranspose_conjTranspose, hd, Matrix.mul_assoc]

/-- For `T > 0` the eigenvalues of the Fermi operator lie strictly between 0 and 1, and its
grand potential equals `-T ∑ ln(1 + exp(-e_i/T))`. -/
theorem fermiOperator_attains {T : ℝ} (hT : 0 < T) (hh : h.IsHermitian) :
    (∀ j, (fermiOperator_isHermitian T hh).eigenvalues j ∈ Set.Ioo (0 : ℝ) 1) ∧
    grandPotential T h (fermiOperator_isHermitian T hh) = equilibriumPotential T hh := by
  have hF := fermiOperator_isHermitian T hh
  have hocc : ∀ j, hF.eigenvalues j ∈ Set.Ioo (0 : ℝ) 1 := by
    intro j
    -- each eigenvector of the Fermi operator overlaps with some eigenvector of h
    obtain ⟨i, hi⟩ : ∃ i, overlap hh hF i j ≠ 0 := by
      by_contra hcon
      push Not at hcon
      have := (overlap_sums hh hF).2 j
      simp [hcon] at this
    rw [((eq_fermiOperator_iff T hh hF).1 rfl i j).resolve_left hi, fermi]
    have hy := Real.exp_pos (hh.eigenvalues i / T)
    exact ⟨by positivity, by rw [div_lt_one (by positivity)]; linarith⟩
  exact ⟨hocc, (mermin_principle hT hh hF fun j => Set.Ioo_subset_Icc_self (hocc j)).2.2 rfl⟩
```

Using $f(h)$ as a trial matrix for another Hamiltonian $k$, and subtracting the equality for $h$, gives $\Omega_0(k)\le\Omega_0(h)+\mathrm{Re}\,\mathrm{tr}((k-h)f(h))$.

```lean
/-- One-body Gibbs-Bogoliubov inequality: for `T > 0` and Hermitian `h` and `k`, the equilibrium
potential of `k` is at most that of `h` plus the mean of `k - h` in the Fermi operator of `h`. -/
theorem gibbs_bogoliubov {T : ℝ} (hT : 0 < T) (hh : h.IsHermitian) (hk : k.IsHermitian) :
    equilibriumPotential T hk ≤
      equilibriumPotential T hh + (trace ((k - h) * fermiOperator T hh)).re := by
  obtain ⟨hocc, hval⟩ := fermiOperator_attains hT hh
  have hle := (mermin_principle hT hk (fermiOperator_isHermitian T hh)
    fun j => Set.Ioo_subset_Icc_self (hocc j)).1
  rw [Matrix.sub_mul, trace_sub, Complex.sub_re]
  unfold grandPotential at hle hval
  linarith

end

end MerminOneBody
```

Mermin's variational principle concerns many-body density matrices, interactions included; the minimisation here runs over one-body matrices. Passing from one to the other for non-interacting fermions needs a further fact: the largest entropy of a many-body state with one-body matrix $\gamma$ is $-\sum_j s(n_j)$. In finite-temperature Hartree–Fock theory, the result justifies Fermi occupations for a fixed Fock matrix, without addressing self-consistency.

```lean
#print axioms MerminOneBody.fermiOperator_attains
-- 'MerminOneBody.fermiOperator_attains' depends on axioms: [propext, Classical.choice, Quot.sound]
#print axioms MerminOneBody.gibbs_bogoliubov
-- 'MerminOneBody.gibbs_bogoliubov' depends on axioms: [propext, Classical.choice, Quot.sound]
```
